# Site Parity Makes Fermion Operators on Two Spinful Sites Anticommute

## One spin orbital per site

Let a spin orbital have the basis states empty and occupied, in that order, and set

\[
a=\begin{pmatrix}0&1\\0&0\end{pmatrix},\qquad Z=\begin{pmatrix}1&0\\0&-1\end{pmatrix}.
\]

Then \(Za=a\) and \(aZ=-a\). For two such orbitals, \(a\otimes 1\) and \(1\otimes a\) commute, as operators on different tensor factors always do. With \(Z\) on the first factor,

\[
(a\otimes1)(Z\otimes a)+(Z\otimes a)(a\otimes1)=(aZ+Za)\otimes a=0 .
\]

The sign matrix turns commutation into the anticommutation that fermions require.

## Sites with two spins

A spatial orbital has four states, labelled by the occupations (up, down). Its annihilators and parity are

\[
c_\uparrow=a\otimes1,\qquad c_\downarrow=Z\otimes a,\qquad P=Z\otimes Z .
\]

Write \(*\) for the adjoint and \(\{A,B\}=AB+BA\). From \(a^2=0\), \(\{a,a^*\}=1\), \(Z^2=1\), \(Z^*=Z\) and \(aZ=-Za\) we get

\[
\{c_\uparrow,c_\uparrow\}=2a^2\otimes1=0,\quad
\{c_\downarrow,c_\downarrow\}=2Z^2\otimes a^2=0,\quad
\{c_\uparrow,c_\downarrow\}=\{a,Z\}\otimes a=0,
\]
\[
\{c_\uparrow,c_\uparrow^*\}=\{a,a^*\}\otimes1=1,\quad
\{c_\downarrow,c_\downarrow^*\}=Z^2\otimes\{a,a^*\}=1,\quad
\{c_\uparrow,c_\downarrow^*\}=\{a,Z\}\otimes a^*=0,
\]

and the remaining relation is the adjoint of the last. Also \(P^*=P\), \(P^2=1\), and

\[
c_\uparrow P=aZ\otimes Z=-Pc_\uparrow,\qquad
c_\downarrow P=Z^2\otimes aZ=-Pc_\downarrow .
\]

## Two sites and the hopping term

For spins \(s,t\), put \(C_s=c_s\otimes1\) and \(D_t=P\otimes c_t\). For any second-site matrix \(B\),

\[
\{C_s,P\otimes B\}=(c_sP+Pc_s)\otimes B=0 .
\]

Taking \(B=c_t\) gives \(\{C_s,D_t\}=0\). Since \(D_t^*=P\otimes c_t^*\), taking \(B=c_t^*\) gives \(\{C_s,D_t^*\}=0\). The products are

\[
C_s^*D_t=(c_s^*P)\otimes c_t,\qquad D_t^*C_s=(Pc_s)\otimes c_t^* .
\]

Because \(Pc_s=-c_sP\), the hopping operator is

\[
\sum_s(C_s^*D_s+D_s^*C_s)=\sum_s\bigl(c_s^*P\otimes c_s-c_sP\otimes c_s^*\bigr).
\]

In a matrix product operator that uses these sign conventions, this is the form of the hopping term between two sites that are adjacent in the chosen order, here with unit amplitude and no interaction.

The second-site operators also keep their own relations, since \(\{P\otimes A,P\otimes B\}=P^2\otimes\{A,B\}=1\otimes\{A,B\}\).

## What fails without parity or oddness

Without \(P\), the anticommutator of the two annihilators is \(2\,c_s\otimes c_t\), which is nonzero for every pair of spins.

The general rule that \(A\otimes1\) anticommutes with \(P\otimes B\) needs some condition on \(A\). Oddness, which means \(AP=-PA\), is enough. Without it the rule can fail: for \(A=B=1\) the anticommutator is \(2P\otimes1\neq0\).

## Reading the Lean statement

`SiteOp` is the type of complex matrices indexed by pairs of occupations, with 0 for empty and 1 for occupied. The symbol `⊗ₖ` is the Kronecker product and `ᴴ` the adjoint. `onFirst (c s)` is \(C_s\) and `onSecond (c t)` is \(D_t\).

The theorem `two_site_operators` holds for all `s` and `t` without further hypotheses. Its four parts are the two anticommutators and the two products.

The definitions fix the order of the spin orbitals: up before down, first site before second. `onSecond` attaches \(P\) to every matrix, which is the physical embedding only for fermion-odd operators; a number operator on the second site would carry the identity instead. Longer chains, with parity factors on the sites in between, are not treated.

```lean
import Mathlib

open Matrix
open scoped Kronecker

namespace SpinfulSiteOperators

noncomputable section

/-- The two spin projections of an electron. -/
inductive Spin
  | up
  | dn
  deriving DecidableEq

/-- There are two spin projections, up and down. -/
instance : Fintype Spin := ⟨{Spin.up, Spin.dn}, fun s => by cases s <;> simp⟩

/-- Operators on one site, whose four basis states are labelled by the occupations
(up, down). -/
abbrev SiteOp := Matrix (Fin 2 × Fin 2) (Fin 2 × Fin 2) ℂ

/-- The matrix that empties a single spin orbital. -/
def a : Matrix (Fin 2) (Fin 2) ℂ := !![0, 1; 0, 0]

/-- The sign matrix of a single spin orbital: `1` if empty, `-1` if occupied. -/
def Z : Matrix (Fin 2) (Fin 2) ℂ := !![1, 0; 0, -1]

/-- The site annihilation matrices `a ⊗ 1` for spin up and `Z ⊗ a` for spin down. -/
def c : Spin → SiteOp
  | .up => a ⊗ₖ (1 : Matrix (Fin 2) (Fin 2) ℂ)
  | .dn => Z ⊗ₖ a

/-- The fermion parity of a site, `Z ⊗ Z`. -/
def P : SiteOp := Z ⊗ₖ Z

/-- A first-site operator on the two-site space, `A ⊗ 1`. -/
def onFirst (A : SiteOp) : Matrix ((Fin 2 × Fin 2) × (Fin 2 × Fin 2))
    ((Fin 2 × Fin 2) × (Fin 2 × Fin 2)) ℂ := A ⊗ₖ (1 : SiteOp)

/-- A second-site operator on the two-site space, carrying the parity of the first site,
`P ⊗ B`. -/
def onSecond (B : SiteOp) : Matrix ((Fin 2 × Fin 2) × (Fin 2 × Fin 2))
    ((Fin 2 × Fin 2) × (Fin 2 × Fin 2)) ℂ := P ⊗ₖ B

/-- The site annihilation matrices and their adjoints obey the canonical anticommutation
relations. -/
theorem site_car (s t : Spin) :
    c s * c t + c t * c s = 0 ∧
      c s * (c t)ᴴ + (c t)ᴴ * c s = if s = t then 1 else 0 := by
  -- the matrices are explicit, so all entries are compared
  constructor <;> cases s <;> cases t <;> ext ⟨i, j⟩ ⟨k, l⟩ <;>
    fin_cases i <;> fin_cases j <;> fin_cases k <;> fin_cases l <;>
    simp [c, a, Z, Matrix.mul_apply, Fintype.sum_prod_type, Matrix.one_apply]

/-- The site parity is Hermitian and squares to one. -/
theorem parity_involution : Pᴴ = P ∧ P * P = 1 := by
  constructor <;> ext ⟨i, j⟩ ⟨k, l⟩ <;>
    fin_cases i <;> fin_cases j <;> fin_cases k <;> fin_cases l <;>
    simp [P, Z, Matrix.mul_apply, Fintype.sum_prod_type]

/-- Removing an electron of either spin flips the site parity: `c` anticommutes with `P`. -/
theorem parity_odd (s : Spin) : c s * P + P * c s = 0 := by
  cases s <;> ext ⟨i, j⟩ ⟨k, l⟩ <;>
    fin_cases i <;> fin_cases j <;> fin_cases k <;> fin_cases l <;>
    simp [c, P, a, Z, Matrix.mul_apply, Fintype.sum_prod_type, Matrix.one_apply]

/-- A first-site operator that anticommutes with the site parity anticommutes with `P ⊗ B`
for every matrix `B` on the second site. -/
theorem odd_anticommute (A B : SiteOp) (hA : A * P + P * A = 0) :
    onFirst A * onSecond B + onSecond B * onFirst A = 0 := by
  unfold onFirst onSecond
  rw [← Matrix.mul_kronecker_mul, ← Matrix.mul_kronecker_mul, one_mul, mul_one,
    ← Matrix.add_kronecker, hA, Matrix.zero_kronecker]

/-- The adjoint of a second-site operator carries the same parity factor. -/
theorem onSecond_adjoint (B : SiteOp) : (onSecond B)ᴴ = onSecond Bᴴ := by
  unfold onSecond
  rw [Matrix.conjTranspose_kronecker, parity_involution.1]

/-- For any spins `s` and `t`, the first-site annihilator `C = onFirst (c s)` anticommutes with the
second-site annihilator `D = onSecond (c t)` and with its adjoint, and their products are
`C* D = ((c s)* P) ⊗ c t` and `D* C = (P (c s)) ⊗ (c t)*`. -/
theorem two_site_operators (s t : Spin) :
    onFirst (c s) * onSecond (c t) + onSecond (c t) * onFirst (c s) = 0 ∧
    onFirst (c s) * (onSecond (c t))ᴴ + (onSecond (c t))ᴴ * onFirst (c s) = 0 ∧
    (onFirst (c s))ᴴ * onSecond (c t) = ((c s)ᴴ * P) ⊗ₖ c t ∧
    (onSecond (c t))ᴴ * onFirst (c s) = (P * c s) ⊗ₖ (c t)ᴴ := by
  rw [onSecond_adjoint]
  refine ⟨odd_anticommute _ _ (parity_odd s), odd_anticommute _ _ (parity_odd s), ?_, ?_⟩
  · unfold onFirst onSecond
    rw [Matrix.conjTranspose_kronecker, Matrix.conjTranspose_one,
      ← Matrix.mul_kronecker_mul, one_mul]
  · unfold onFirst onSecond
    rw [← Matrix.mul_kronecker_mul, mul_one]

/-- The second-site operators, parity factor included, obey the canonical anticommutation
relations among themselves. -/
theorem second_site_car (s t : Spin) :
    onSecond (c s) * onSecond (c t) + onSecond (c t) * onSecond (c s) = 0 ∧
    onSecond (c s) * (onSecond (c t))ᴴ + (onSecond (c t))ᴴ * onSecond (c s)
      = if s = t then 1 else 0 := by
  -- the two parity factors cancel and leave the relation on the second site
  have key : ∀ A B : SiteOp, onSecond A * onSecond B + onSecond B * onSecond A
      = (1 : SiteOp) ⊗ₖ (A * B + B * A) := by
    intro A B
    unfold onSecond
    rw [← Matrix.mul_kronecker_mul, ← Matrix.mul_kronecker_mul, parity_involution.2,
      ← Matrix.kronecker_add]
  rw [onSecond_adjoint, key, key, (site_car s t).1, (site_car s t).2]
  refine ⟨Matrix.kronecker_zero _, ?_⟩
  split_ifs
  · exact Matrix.one_kronecker_one
  · exact Matrix.kronecker_zero _

/-- The hopping operator between the two sites: the sum over spins `s` of `C* D + D* C`, with
`C = onFirst (c s)` and `D = onSecond (c s)`. -/
def hopping : Matrix ((Fin 2 × Fin 2) × (Fin 2 × Fin 2))
    ((Fin 2 × Fin 2) × (Fin 2 × Fin 2)) ℂ :=
  ∑ s, ((onFirst (c s))ᴴ * onSecond (c s) + (onSecond (c s))ᴴ * onFirst (c s))

/-- With the parity matrix written to the right of the first-site matrix in both terms, the
two directions of hopping enter with opposite signs. -/
theorem hopping_eq :
    hopping = ∑ s, (((c s)ᴴ * P) ⊗ₖ c s - (c s * P) ⊗ₖ (c s)ᴴ) := by
  unfold hopping
  refine Finset.sum_congr rfl fun s _ => ?_
  rw [(two_site_operators s s).2.2.1, (two_site_operators s s).2.2.2]
  -- moving the parity through the annihilator costs a sign
  have h : (P * c s) ⊗ₖ (c s)ᴴ + (c s * P) ⊗ₖ (c s)ᴴ = 0 := by
    rw [← Matrix.add_kronecker, add_comm, parity_odd, Matrix.zero_kronecker]
  rw [eq_neg_of_add_eq_zero_left h, sub_eq_add_neg]

/-- If the parity factor is left out of the second-site operator, the annihilators of the two
sites fail to anticommute, whatever their spins. -/
theorem no_parity_not_anticommute (s t : Spin) :
    onFirst (c s) * ((1 : SiteOp) ⊗ₖ c t) + ((1 : SiteOp) ⊗ₖ c t) * onFirst (c s) ≠ 0 := by
  -- each annihilator takes some singly occupied state to the empty one
  have hc : ∀ r : Spin, ∃ k, c r (0, 0) k = 1 := by
    intro r
    cases r
    · exact ⟨(1, 0), by simp [c, a]⟩
    · exact ⟨(0, 1), by simp [c, a, Z]⟩
  obtain ⟨k, hk⟩ := hc s
  obtain ⟨l, hl⟩ := hc t
  intro h
  unfold onFirst at h
  rw [← Matrix.mul_kronecker_mul, ← Matrix.mul_kronecker_mul, one_mul, mul_one,
    one_mul, mul_one] at h
  have h2 := congrFun (congrFun h ((0, 0), (0, 0))) (k, l)
  rw [Matrix.add_apply, Matrix.kroneckerMap_apply, hk, hl, Matrix.zero_apply] at h2
  norm_num at h2

end

end SpinfulSiteOperators
```

```lean
#print axioms SpinfulSiteOperators.second_site_car
-- 'SpinfulSiteOperators.second_site_car' depends on axioms: [propext, Classical.choice, Quot.sound]
#print axioms SpinfulSiteOperators.hopping_eq
-- 'SpinfulSiteOperators.hopping_eq' depends on axioms: [propext, Classical.choice, Quot.sound]
#print axioms SpinfulSiteOperators.no_parity_not_anticommute
-- 'SpinfulSiteOperators.no_parity_not_anticommute' depends on axioms: [propext, Classical.choice, Quot.sound]
```

## From matrix entries to the two-site relations

`site_car`, `parity_involution` and `parity_odd` concern explicit matrices. Where the derivation above uses the algebra of \(a\) and \(Z\), Lean splits into all index values with `fin_cases` and evaluates each entry with `simp`.

`odd_anticommute` is the general step. Rewriting backwards with `Matrix.mul_kronecker_mul` merges each product into one Kronecker product, `Matrix.add_kronecker` collects the first factors, and `hA` makes their sum zero. `onSecond_adjoint` uses \(P^*=P\).

In `two_site_operators`, these lemmas give both anticommutators, and the mixed product rule gives both hopping products. `second_site_car` cancels the two parity factors in `key`, then applies `site_car`. `hopping_eq` moves \(P\) through \(c_s\) using `parity_odd`.

For `no_parity_not_anticommute`, each \(c_r\) has an entry 1 in the row of the empty state. The corresponding entry of the anticommutator is therefore \(1+1\), which contradicts its being zero.
